# The Chebyshev kernel with Fejér damping is nonnegative for energies in [-1, 1]

In a Chebyshev expansion cut off after N ≥ 1 moments, a finite kernel stands in for the delta function between two energies x and y, up to a weight that is left out here. The lemma `kernel_nonneg` states that with the Fejér damping factors 1 - n/N this kernel, 1 + 2 ∑ (1 - n/N) Tₙ(x) Tₙ(y) with n running from 1 to N - 1, is never negative when x and y both lie in [-1, 1]. It concerns the kernel alone, and no Hamiltonian enters. The proof writes x = cos a and y = cos b, and splits the products of cosines into one cosine sum at the angle a + b and one at a - b. Each of these, with N added, is a sum of two squares by `fejer_sum_eq_squares`.

Lean 4 with Mathlib refuses this proof:

```lean
import Mathlib

namespace KernelNonneg

noncomputable section

/-- The Chebyshev kernel with `N ≥ 1` moments and damping factors `g n`. Apart from a weight that is
left out, it replaces the delta function between the energies `x` and `y`. -/
def kernel (g : ℕ → ℝ) (N : ℕ) (x y : ℝ) : ℝ :=
  1 + 2 * ∑ n ∈ Finset.Ico 1 N, g n *
    ((Polynomial.Chebyshev.T ℝ (n : ℤ)).eval x * (Polynomial.Chebyshev.T ℝ (n : ℤ)).eval y)

/-- The Fejér damping factors `1 - n/N`, for `N ≥ 1`. -/
def fejer (N n : ℕ) : ℝ := 1 - (n : ℝ) / N

/-- At the energy `cos θ` the Chebyshev polynomial `T_n` equals `cos (n θ)`. -/
theorem chebyshev_cos (n : ℕ) (θ : ℝ) :
    (Polynomial.Chebyshev.T ℝ (n : ℤ)).eval (Real.cos θ) = Real.cos (n * θ) := by
  rw [Polynomial.Chebyshev.T_real_cos, Int.cast_natCast]

/-- For `N ≥ 1` the Fejér-weighted cosine sum is a sum of two squares. -/
theorem fejer_sum_eq_squares (N : ℕ) (hN : 1 ≤ N) (t : ℝ) :
    (N : ℝ) + 2 * ∑ n ∈ Finset.Ico 1 N, ((N : ℝ) - n) * Real.cos (n * t) =
      (∑ k ∈ Finset.range N, Real.cos (k * t)) ^ 2 +
      (∑ k ∈ Finset.range N, Real.sin (k * t)) ^ 2 := by
  induction N, hN using Nat.le_induction with
  | base => simp
  | succ N hN ih =>
    -- the cross terms of the new square, counted backwards
    have hr : ∑ k ∈ Finset.range N, (Real.cos (N * t) * Real.cos (k * t) +
        Real.sin (N * t) * Real.sin (k * t)) =
        ∑ n ∈ Finset.Ico 1 (N + 1), Real.cos (n * t) := by
      apply Finset.sum_nbij' (fun k => N - k) (fun n => N - n)
      · intro a ha
        simp only [Finset.mem_range, Finset.mem_Ico] at ha ⊢
        omega
      · intro a ha
        simp only [Finset.mem_range, Finset.mem_Ico] at ha ⊢
        omega
      · intro a ha
        simp only [Finset.mem_range] at ha ⊢
        omega
      · intro a ha
        simp only [Finset.mem_Ico] at ha ⊢
        omega
      · intro a ha
        have h : a ≤ N := (Finset.mem_range.mp ha).le
        simp only [Nat.cast_sub h, sub_mul, Real.cos_sub]
    rw [Finset.sum_add_distrib, ← Finset.mul_sum, ← Finset.mul_sum,
      Finset.sum_Ico_succ_top hN] at hr
    have hs : ∑ n ∈ Finset.Ico 1 N, ((N : ℝ) + 1 - n) * Real.cos (n * t) =
        ∑ n ∈ Finset.Ico 1 N, ((N : ℝ) - n) * Real.cos (n * t) +
        ∑ n ∈ Finset.Ico 1 N, Real.cos (n * t) := by
      rw [← Finset.sum_add_distrib]
      exact Finset.sum_congr rfl (fun n _ => by ring)
    rw [Finset.sum_Ico_succ_top hN, Finset.sum_range_succ, Finset.sum_range_succ]
    push_cast
    rw [hs]
    linear_combination ih - 2 * hr - Real.sin_sq_add_cos_sq (N * t)

/-- For `N ≥ 1` the Fejér-damped kernel is nonnegative for all energies in `[-1,1]`. -/
theorem kernel_nonneg (N : ℕ) (hN : 1 ≤ N) {x y : ℝ}
    (hx : x ∈ Set.Icc (-1 : ℝ) 1) (hy : y ∈ Set.Icc (-1 : ℝ) 1) :
    0 ≤ kernel (fejer N) N x y := by
  obtain ⟨a, rfl⟩ : ∃ a, Real.cos a = x := ⟨_, Real.cos_arccos hx.1 hx.2⟩
  obtain ⟨b, rfl⟩ : ∃ b, Real.cos b = y := ⟨_, Real.cos_arccos hy.1 hy.2⟩
  have hpos : (0 : ℝ) < N := by exact_mod_cast hN
  -- products of cosines split into the angles a + b and a - b
  have hsum : ∑ n ∈ Finset.Ico 1 N, ((N : ℝ) - n) * Real.cos (n * (a + b)) +
      ∑ n ∈ Finset.Ico 1 N, ((N : ℝ) - n) * Real.cos (n * (a - b)) =
      2 * N * ∑ n ∈ Finset.Ico 1 N, fejer N n *
        ((Polynomial.Chebyshev.T ℝ (n : ℤ)).eval (Real.cos a) *
          (Polynomial.Chebyshev.T ℝ (n : ℤ)).eval (Real.cos b)) := by
    rw [← Finset.sum_add_distrib, Finset.mul_sum]
    refine Finset.sum_congr rfl fun n _ => ?_
    have hw : (N : ℝ) * fejer N n = N - n := by
      unfold fejer
      field_simp
    rw [chebyshev_cos, chebyshev_cos, mul_add (n : ℝ) a b, mul_sub (n : ℝ) a b,
      Real.cos_add, Real.cos_sub]
    linear_combination -(2 * Real.cos (n * a) * Real.cos (n * b)) * hw
  have h1 := fejer_sum_eq_squares N hN (a + b)
  have h2 := fejer_sum_eq_squares N hN (a - b)
  have hp : 0 ≤ 2 * (N : ℝ) * kernel (fejer N) N (Real.cos a) (Real.cos b) := by
    have e := congrArg₂ (· + ·) h1 h2
    simp only at e
    have e' : 2 * (N : ℝ) * kernel (fejer N) N (Real.cos a) (Real.cos b) = _ := by
      unfold kernel
      linear_combination e - 2 * hsum
    rw [e']
    positivity
  by_contra h
  have := mul_neg_of_pos_of_neg (by positivity : 0 < 2 * (N : ℝ)) (not_le.mp h)
  linarith

end

end KernelNonneg
```

The error:

```
Main.lean:86:4: error: `simp` made no progress
```

The change, after which it compiles:

```diff
@@ -80,14 +80,15 @@
       Real.cos_add, Real.cos_sub]
     linear_combination -(2 * Real.cos (n * a) * Real.cos (n * b)) * hw
-  have h1 := fejer_sum_eq_squares N hN (a + b)
-  have h2 := fejer_sum_eq_squares N hN (a - b)
+  have h1 : 0 ≤ (N : ℝ) +
+      2 * ∑ n ∈ Finset.Ico 1 N, ((N : ℝ) - n) * Real.cos (n * (a + b)) := by
+    rw [fejer_sum_eq_squares N hN]
+    positivity
+  have h2 : 0 ≤ (N : ℝ) +
+      2 * ∑ n ∈ Finset.Ico 1 N, ((N : ℝ) - n) * Real.cos (n * (a - b)) := by
+    rw [fejer_sum_eq_squares N hN]
+    positivity
   have hp : 0 ≤ 2 * (N : ℝ) * kernel (fejer N) N (Real.cos a) (Real.cos b) := by
-    have e := congrArg₂ (· + ·) h1 h2
-    simp only at e
-    have e' : 2 * (N : ℝ) * kernel (fejer N) N (Real.cos a) (Real.cos b) = _ := by
-      unfold kernel
-      linear_combination e - 2 * hsum
-    rw [e']
-    positivity
+    unfold kernel
+    linarith
   by_contra h
   have := mul_neg_of_pos_of_neg (by positivity : 0 < 2 * (N : ℝ)) (not_le.mp h)
```

What went wrong. The error is at `simp only at e`. The line before adds the equations `h1` and `h2` by `congrArg₂ (· + ·)`, and the `simp only` was there to turn the applied function `(· + ·)` into a plain sum. The message says that it found nothing to simplify, so `e` was already in plain form, and `simp only` fails when it changes nothing.

Deleting that line would be enough to remove this error. The repair goes further and drops `e` altogether, along with `e'`, whose right-hand side was left as `_`. Lean reported nothing about `e'`, since the proof of `hp` stopped before it.

In the new version `h1` and `h2` are inequalities. Each rewrites its cosine sum as two squares with `fejer_sum_eq_squares`, and `positivity` shows that these are nonnegative. After `unfold kernel`, `linarith` adds the two inequalities and uses `hsum` to recognise the total as 2N times the kernel, which proves `hp` with no need for `simp only` or for a written-out sum of squares.
